# Mixed diabatic populations in surface hopping: unit sum for each active state, exact average under weights $|c_k|^2$

In surface hopping the nuclei of a molecule follow a classical trajectory on one adiabatic potential energy surface at a time, the active surface $k$. Along the trajectory the electrons carry a wavefunction $|\psi\rangle=\sum_i c_i|\phi_i\rangle$, expanded in adiabatic states $|\phi_i\rangle$ with complex amplitudes $c_i$. The quantity of interest is often the population of a diabatic state $|\chi_a\rangle$, for example the state with the charge on a donor fragment. With the overlaps $U_{ai}=\langle\chi_a|\phi_i\rangle$ collected in a matrix $U$, a trajectory offers two readings of that population. The active surface alone gives $|U_{ak}|^2$, which ignores coherence between adiabatic states. The amplitudes alone give $|(Uc)_a|^2$, which ignores the active surface. A mixed prescription takes the diagonal information from the active surface and the off-diagonal information from the amplitudes:

$$P_a(k)=|U_{ak}|^2+\sum_i\sum_{j\neq i}U_{ai}c_i\,\overline{U_{aj}c_j}.$$

For unitary $U$ these numbers sum to one over $a$. For normalised $c$, their average over active states with weights $|c_k|^2$ equals $|(Uc)_a|^2$, provided that all averaged trajectories share the same $U$ and the same $c$.

## States, amplitudes and three populations

```lean
import Mathlib

open Matrix Finset ComplexConjugate

namespace SurfaceHoppingDiabaticPopulation

noncomputable section

variable {n : Type*} [Fintype n] [DecidableEq n]
```

The first line loads Mathlib, the mathematical foundation of the file, and `open` makes short names such as `conj` for complex conjugation available. The type `n` is a finite set of labels. It indexes both the diabatic and the adiabatic states, so the two bases have the same finite size and $U$ is square.

```lean
/-- Exact population `|(U c)_a|²` of diabatic state `a` for adiabatic amplitudes `c` and
adiabatic-to-diabatic transformation `U`. -/
def diabaticPop (U : Matrix n n ℂ) (c : n → ℂ) (a : n) : ℝ := ‖(U *ᵥ c) a‖ ^ 2
```

A `def` introduces a name, lists its arguments in parentheses, and gives the type of the result after the colon. Here `U : Matrix n n ℂ` is a complex matrix whose entry `U a i` is $U_{ai}$, with the row index diabatic and the column index adiabatic. A vector is a function from labels to numbers, so `c : n → ℂ` holds the amplitudes and `c i` is $c_i$. The symbol `*ᵥ` is the matrix–vector product and `‖ ‖` is the modulus. The definition reads

$$D_a=|(Uc)_a|^2=\Big|\sum_iU_{ai}c_i\Big|^2=|\langle\chi_a|\psi\rangle|^2 .$$

"Exact" refers throughout to this number, which for normalised $c$ is the Born probability of $|\chi_a\rangle$ in the electronic state that the amplitudes describe. It does not refer to a solution of the full electron–nuclear Schrödinger equation.

```lean
/-- Coherence term `∑_{i ≠ j} U_ai c_i conj(U_aj c_j)` for diabatic state `a`. -/
def coherence (U : Matrix n n ℂ) (c : n → ℂ) (a : n) : ℂ :=
  ∑ i, ∑ j ∈ univ.erase i, U a i * c i * conj (U a j * c j)
```

The expression `univ` is the set of all labels, and `univ.erase i` is that set with $i$ removed, so the inner sum runs over $j\neq i$:

$$C_a=\sum_i\sum_{j\ne i}U_{ai}c_i\,\overline{U_{aj}c_j}.$$

Each unordered pair of adiabatic states appears twice, once as $(i,j)$ and once as $(j,i)$. With a single state the inner sum is empty and $C_a=0$.

```lean
/-- Diabatic population `P_a(k) = |U_ak|² + ∑_{i ≠ j} U_ai c_i conj(U_aj c_j)` assigned to a
trajectory with active adiabatic state `k` and amplitudes `c`. -/
def mixedPop (U : Matrix n n ℂ) (c : n → ℂ) (k a : n) : ℂ :=
  ((‖U a k‖ ^ 2 : ℝ) : ℂ) + coherence U c a
```

This is $P_a(k)=|U_{ak}|^2+C_a$. In Lean the active state comes first, so `mixedPop U c k a` is $P_a(k)$. Real and complex numbers are different types, and `((‖U a k‖ ^ 2 : ℝ) : ℂ)` means that the square is computed as a real number and then regarded as a complex number with zero imaginary part. The definition returns a complex number, so that $P_a(k)$ is real is a statement to be proved.

## The coherence term is real

```lean
/-- The coherence term is the exact diabatic population minus its incoherent part
`∑_i |c_i|² |U_ai|²`. -/
theorem coherence_eq (U : Matrix n n ℂ) (c : n → ℂ) (a : n) :
    coherence U c a
      = ((diabaticPop U c a - ∑ i, ‖c i‖ ^ 2 * ‖U a i‖ ^ 2 : ℝ) : ℂ) := by
  have h : ∀ z : ℂ, ((‖z‖ ^ 2 : ℝ) : ℂ) = z * conj z := by
    intro z
    rw [Complex.mul_conj, Complex.normSq_eq_norm_sq]
  have diag : ∀ i, ((‖c i‖ ^ 2 * ‖U a i‖ ^ 2 : ℝ) : ℂ)
      = U a i * c i * conj (U a i * c i) := by
    intro i
    rw [← h (U a i * c i), norm_mul, mul_pow, mul_comm (‖c i‖ ^ 2)]
  have hv : (U *ᵥ c) a = ∑ i, U a i * c i := by simp [Matrix.mulVec, dotProduct]
  unfold coherence diabaticPop
  rw [Complex.ofReal_sub, Complex.ofReal_sum, h ((U *ᵥ c) a)]
  simp only [diag]
  -- expand the squared modulus as a double sum and remove its diagonal
  rw [hv, map_sum, Finset.sum_mul_sum, ← Finset.sum_sub_distrib]
  refine Finset.sum_congr rfl fun i _ => ?_
  rw [Finset.sum_erase_eq_sub (Finset.mem_univ i)]
```

A `theorem` lists its data and hypotheses, states its claim after the colon, and gives the proof after `by`. For any matrix, any amplitudes and any $a$,

$$C_a=D_a-\sum_i|c_i|^2|U_{ai}|^2 .$$

By hand, set $z_i=U_{ai}c_i$. Then

$$D_a=\Big(\sum_iz_i\Big)\overline{\Big(\sum_jz_j\Big)}=\sum_i\sum_jz_i\bar z_j=\sum_i z_i\bar z_i+\sum_i\sum_{j\ne i}z_i\bar z_j ,$$

where $z_i\bar z_i=|c_i|^2|U_{ai}|^2$ and the last double sum is $C_a$.

In the proof each `have` records an intermediate statement and `rw` rewrites the goal with an equation. The statement `h` is $|z|^2=z\bar z$, `diag` applies it to $z_i$, and `hv` writes out $(Uc)_a=\sum_iz_i$. In the long rewriting line, `map_sum` moves the conjugation inside the sum, `Finset.sum_mul_sum` turns the product of two sums into a double sum, and `Finset.sum_sub_distrib`, used from right to left as the arrow `←` indicates, collects everything under one sum over $i$. `Finset.sum_congr` then reduces the goal to a comparison at fixed $i$.

That last comparison rests on the way Mathlib handles a restricted sum. The condition $j\ne i$ is not a factor $1-\delta_{ij}$ in the summand; it is built into the finite set `univ.erase i` over which the sum runs. The lemma `Finset.sum_erase_eq_sub` says that for a finite set $s$, a member $i$ of it and a summand $f$ with values that can be subtracted,

$$\sum_{j\in s\setminus\{i\}}f(j)=\sum_{j\in s}f(j)-f(i).$$

It asks for evidence that $i$ belongs to $s$, since erasing an absent element removes nothing from the sum, and `Finset.mem_univ i` supplies this. With $f(j)=z_i\bar z_j$ it is the step "all terms minus the diagonal term". The same encoding works in the other direction below, where `Finset.ne_of_mem_erase` extracts $j\neq i$ from membership in the erased set.

```lean
/-- `P_a(k)` is the real number `|U_ak|² + |(U c)_a|² - ∑_i |c_i|² |U_ai|²`. -/
theorem mixedPop_eq (U : Matrix n n ℂ) (c : n → ℂ) (k a : n) :
    mixedPop U c k a
      = ((‖U a k‖ ^ 2 + (diabaticPop U c a - ∑ i, ‖c i‖ ^ 2 * ‖U a i‖ ^ 2) : ℝ) : ℂ) := by
  rw [mixedPop, coherence_eq, ← Complex.ofReal_add]
```

Adding $|U_{ak}|^2$ gives the closed form

$$P_a(k)=|U_{ak}|^2+D_a-\sum_i|c_i|^2|U_{ai}|^2 .$$

The right-hand side is a real number regarded as complex, so $P_a(k)$ is real for every $U$ and $c$. Only the first term depends on the active state.

## Unitarity makes the populations sum to one

```lean
/-- The columns of a unitary transformation are orthonormal. -/
theorem column_orthonormal {U : Matrix n n ℂ} (hU : U ∈ Matrix.unitaryGroup n ℂ) (i j : n) :
    ∑ a, U a i * conj (U a j) = if j = i then 1 else 0 := by
  have h := congrFun (congrFun (Matrix.mem_unitaryGroup_iff'.mp hU) j) i
  rw [Matrix.mul_apply, Matrix.one_apply] at h
  refine Eq.trans (Finset.sum_congr rfl fun a _ => ?_) h
  rw [Matrix.star_apply]
  exact mul_comm _ _
```

The hypothesis `hU` says that $U$ belongs to the unitary group, $U^\dagger U=UU^\dagger=1$. Physically, the diabatic and the adiabatic states are two orthonormal bases of the same electronic space, so no state is lost in the truncation of one basis relative to the other. Curly braces mark an argument that Lean infers from the others. The claim is

$$\sum_aU_{ai}\overline{U_{aj}}=\delta_{ji},$$

with the Kronecker delta written as `if j = i then 1 else 0`. It is the $(j,i)$ entry of $U^\dagger U=1$, because $(U^\dagger U)_{ji}=\sum_a\overline{U_{aj}}U_{ai}$. The proof takes the matrix equation from `Matrix.mem_unitaryGroup_iff'`, picks the entry with two uses of `congrFun`, and swaps the two factors.

```lean
/-- For unitary `U` the coherence terms sum to zero over the diabatic states. -/
theorem sum_coherence {U : Matrix n n ℂ} (hU : U ∈ Matrix.unitaryGroup n ℂ) (c : n → ℂ) :
    ∑ a, coherence U c a = 0 := by
  unfold coherence
  rw [Finset.sum_comm]
  refine Finset.sum_eq_zero fun i _ => ?_
  rw [Finset.sum_comm]
  refine Finset.sum_eq_zero fun j hj => ?_
  have h : ∀ a, U a i * c i * conj (U a j * c j)
      = U a i * conj (U a j) * (c i * conj (c j)) := by
    intro a
    rw [map_mul]
    ring
  -- distinct columns i and j are orthogonal
  rw [Finset.sum_congr rfl fun a _ => h a, ← Finset.sum_mul, column_orthonormal hU,
    if_neg (Finset.ne_of_mem_erase hj), zero_mul]
```

For unitary $U$ and arbitrary amplitudes, $\sum_aC_a=0$. By hand, move the sum over $a$ inside:

$$\sum_aC_a=\sum_i\sum_{j\ne i}c_i\bar c_j\sum_aU_{ai}\overline{U_{aj}}=\sum_i\sum_{j\neq i}c_i\bar c_j\,\delta_{ji}=0 .$$

The two uses of `Finset.sum_comm` carry the sum over $a$ past the sums over $i$ and $j$, which is allowed because the range of $j$ does not depend on $a$. Each `Finset.sum_eq_zero` replaces "the sum vanishes" by "every term vanishes". The local `h` regroups the factors, with `ring` doing the commutative algebra, and `if_neg` sets the delta to zero using $j\ne i$. Coherence therefore moves population between diabatic states without changing the total.

```lean
/-- For unitary `U`, any amplitudes and any active state `k`, the populations `P_a(k)` sum to
one over the diabatic states. -/
theorem sum_mixedPop {U : Matrix n n ℂ} (hU : U ∈ Matrix.unitaryGroup n ℂ) (c : n → ℂ)
    (k : n) : ∑ a, mixedPop U c k a = 1 := by
  unfold mixedPop
  rw [Finset.sum_add_distrib, sum_coherence hU c, add_zero]
  have h := column_orthonormal hU k k
  rw [if_pos rfl] at h
  refine Eq.trans (Finset.sum_congr rfl fun a _ => ?_) h
  rw [Complex.mul_conj, Complex.normSq_eq_norm_sq]
```

For unitary $U$, any $c$ and any active state $k$,

$$\sum_aP_a(k)=\sum_a|U_{ak}|^2+\sum_aC_a=1+0 .$$

The proof follows this line: split the sum, remove the coherence with `sum_coherence`, and use `column_orthonormal` with both indices equal to $k$. Normalisation of $c$ is not used.

## The average over active states

```lean
/-- Averaged over active states with weights `w_k` summing to one, `P_a(k)` equals the exact
diabatic population plus `∑_k (w_k - |c_k|²) |U_ak|²`. -/
theorem ensemble_average (U : Matrix n n ℂ) (c : n → ℂ) {w : n → ℝ} (hw : ∑ k, w k = 1)
    (a : n) :
    ∑ k, (w k : ℂ) * mixedPop U c k a
      = ((diabaticPop U c a + ∑ k, (w k - ‖c k‖ ^ 2) * ‖U a k‖ ^ 2 : ℝ) : ℂ) := by
  -- the part independent of the active state is multiplied by the total weight
  have h : ∑ k, w k * (‖U a k‖ ^ 2 + (diabaticPop U c a - ∑ i, ‖c i‖ ^ 2 * ‖U a i‖ ^ 2))
      = diabaticPop U c a + ∑ k, (w k - ‖c k‖ ^ 2) * ‖U a k‖ ^ 2 := by
    simp only [mul_add, Finset.sum_add_distrib, ← Finset.sum_mul, hw, one_mul]
    simp only [sub_mul, Finset.sum_sub_distrib]
    ring
  rw [← h, Complex.ofReal_sum]
  refine Finset.sum_congr rfl fun k _ => ?_
  rw [mixedPop_eq, Complex.ofReal_mul]
```

The real numbers $w_k$ stand for the fraction of trajectories whose active surface is $k$, and `hw` says $\sum_kw_k=1$. They are not required to be non-negative, and $U$ is not required to be unitary. The claim is

$$\sum_kw_kP_a(k)=D_a+\sum_k\big(w_k-|c_k|^2\big)|U_{ak}|^2 .$$

By hand, insert the closed form and note that the part independent of $k$ is multiplied by the total weight:

$$\sum_kw_kP_a(k)=\sum_kw_k|U_{ak}|^2+\Big(\sum_kw_k\Big)\Big(D_a-\sum_i|c_i|^2|U_{ai}|^2\Big),$$

then set $\sum_kw_k=1$, rename $i$ to $k$ and combine the two sums. The local `h` carries out this computation among real numbers: the first `simp only` distributes, factors out the total weight and applies `hw`, and `ring` finishes. The remaining lines transfer the identity to complex numbers through `mixedPop_eq`.

The same `U` and `c` appear in every term of the sum over $k$. The average is over the active label only, at one nuclear geometry and one set of amplitudes.

```lean
/-- For unitary `U` and normalised amplitudes `c`, the populations `P_a(k)` sum to one for each
active state `k`, and their average with weights `|c_k|²` is the exact population
`|(U c)_a|²`. -/
theorem mixedPop_normalised_and_exact {U : Matrix n n ℂ} (hU : U ∈ Matrix.unitaryGroup n ℂ)
    {c : n → ℂ} (hc : ∑ k, ‖c k‖ ^ 2 = 1) :
    (∀ k, ∑ a, mixedPop U c k a = 1) ∧
      ∀ a, ∑ k, ((‖c k‖ ^ 2 : ℝ) : ℂ) * mixedPop U c k a = (diabaticPop U c a : ℂ) := by
  refine ⟨sum_mixedPop hU c, fun a => ?_⟩
  have h := ensemble_average U c (w := fun k => ‖c k‖ ^ 2) hc a
  simp only [sub_self, zero_mul, Finset.sum_const_zero, add_zero] at h
  exact h
```

The hypotheses are unitarity and `hc`, the normalisation $\sum_k|c_k|^2=1$ of the electronic wavefunction. The symbol `∀` reads "for all" and `∧` reads "and", so the conclusion is

$$\sum_aP_a(k)=1\ \text{ for every }k,\qquad \sum_k|c_k|^2P_a(k)=|(Uc)_a|^2\ \text{ for every }a .$$

The angle brackets supply the two halves. The first is `sum_mixedPop` and needs only unitarity. The second is `ensemble_average` with $w_k=|c_k|^2$, for which `hc` is the condition on the total weight, and every factor $w_k-|c_k|^2$ in the correction is zero.

The choice $w_k=|c_k|^2$ is the condition called internal consistency: the fraction of trajectories on surface $k$ equals the quantum population of that surface. It enters here as the weight in the statement and is not derived from a hopping rule. The file contains no time, no nuclear motion, no hopping probability and no decoherence. For the analysis of a simulation, the result says that the mixed prescription conserves total population on each trajectory and agrees on average with the amplitude-based population, within a finite basis and for an internally consistent group of trajectories with common $U$ and $c$. An ensemble whose trajectories have different geometries and amplitudes is not covered.

## Exactness for all transformations singles out the weights

```lean
/-- For weights `w_k` summing to one, the average of `P_a(k)` is the exact diabatic population
for every unitary `U` and every `a` if and only if `w_k = |c_k|²` for all `k`. -/
theorem exact_iff_internally_consistent (c : n → ℂ) {w : n → ℝ} (hw : ∑ k, w k = 1) :
    (∀ U ∈ Matrix.unitaryGroup n ℂ, ∀ a,
        ∑ k, (w k : ℂ) * mixedPop U c k a = (diabaticPop U c a : ℂ))
      ↔ ∀ k, w k = ‖c k‖ ^ 2 := by
  constructor
  · intro h k
    -- test with the identity transformation
    have h1 := h 1 (one_mem _) k
    rw [ensemble_average 1 c hw k] at h1
    have h2 := Complex.ofReal_injective h1
    have h3 : ∑ i, (w i - ‖c i‖ ^ 2) * ‖(1 : Matrix n n ℂ) k i‖ ^ 2 = w k - ‖c k‖ ^ 2 := by
      rw [Finset.sum_eq_single k]
      · simp
      · intro b _ hb
        simp [Matrix.one_apply_ne hb.symm]
      · simp
    linarith
  · intro h U _ a
    rw [ensemble_average U c hw a]
    simp only [h, sub_self, zero_mul, Finset.sum_const_zero, add_zero]
```

The symbol `↔` reads "if and only if". For real weights of total one, the average of $P_a(k)$ equals $D_a$ for every unitary $U$ and every $a$ exactly when $w_k=|c_k|^2$ for all $k$. Normalisation of $c$ is not assumed; it follows from the right-hand side and `hw`.

By `ensemble_average`, exactness means $\sum_i(w_i-|c_i|^2)|U_{ai}|^2=0$. If the weights equal $|c_i|^2$, each term vanishes, which is the second branch after `constructor`. For the other direction take $U=1$ and $a=k$. Then $|U_{ki}|^2=\delta_{ki}$, the sum collapses to $w_k-|c_k|^2$, and this must be zero. In the proof, `h 1 (one_mem _) k` makes that choice, `Complex.ofReal_injective` returns from complex to real numbers, `Finset.sum_eq_single` collapses the sum, and `linarith` solves the remaining linear equation.

The left-hand side ranges over all unitary matrices. Agreement for one fixed $U$ is just as strong when the matrix of entries $|U_{ak}|^2$ is invertible, as for $U=1$ in the proof, but it can be a weaker test. With two states, normalised $c$ and $|U_{ak}|^2=1/2$ for all entries, the correction is $\tfrac12\big(\sum_kw_k-\sum_k|c_k|^2\big)=0$ for any weights of total one.

## A two-state case with a negative value

```lean
/-- A two-state rotation with cosine `3/5` and sine `4/5`. -/
def rot : Matrix (Fin 2) (Fin 2) ℂ := !![3 / 5, -(4 / 5); 4 / 5, 3 / 5]
```

The type `Fin 2` has the labels $0$ and $1$. In the matrix notation commas separate entries and the semicolon separates rows:

$$U=\begin{pmatrix}3/5&-4/5\\4/5&3/5\end{pmatrix}.$$

```lean
/-- The two-state amplitudes `(3/5, 4/5)`. -/
def amp : Fin 2 → ℂ := ![3 / 5, 4 / 5]
```

The amplitudes are $c_0=3/5$ and $c_1=4/5$, so the weights are $|c_0|^2=9/25$ and $|c_1|^2=16/25$.

```lean
/-- The rotation `rot` is unitary, the amplitudes `amp` are normalised, and for them
`P_0(0)` takes the negative value `-63/625`. -/
theorem negative_population_witness :
    rot ∈ Matrix.unitaryGroup (Fin 2) ℂ ∧ ∑ k, ‖amp k‖ ^ 2 = 1 ∧
      mixedPop rot amp 0 0 = -(63 / 625) := by
  refine ⟨?_, ?_, ?_⟩
  · rw [Matrix.mem_unitaryGroup_iff]
    ext i j
    fin_cases i <;> fin_cases j <;>
      simp [rot, Matrix.mul_apply, Fin.sum_univ_two, Matrix.star_apply, map_ofNat] <;>
      norm_num [Complex.ext_iff]
  · simp [amp, Fin.sum_univ_two]
    norm_num
  · simp only [mixedPop, coherence, Finset.sum_erase_eq_sub (Finset.mem_univ _),
      Fin.sum_univ_two]
    simp [rot, amp, map_ofNat]
    norm_num [Complex.ext_iff]

end

end SurfaceHoppingDiabaticPopulation
```

The theorem states that this $U$ is unitary, that this $c$ is normalised, and that $P_0(0)=-63/625$. The proof checks $UU^\dagger=1$ entry by entry, with `fin_cases` running through the four index pairs, expands the restricted sums with `Finset.sum_erase_eq_sub`, and leaves the arithmetic to `norm_num`.

By hand, for $a=0$ the products $U_{0i}c_i$ are $9/25$ and $-16/25$, so $(Uc)_0=-7/25$, $D_0=49/625$ and $C_0=2\cdot\tfrac{9}{25}\cdot\big(-\tfrac{16}{25}\big)=-288/625$. For $a=1$ both products are $12/25$, so $(Uc)_1=24/25$, $D_1=576/625$ and $C_1=288/625$. The two coherence terms cancel. Adding $|U_{ak}|^2$, which is $225/625$ on the diagonal and $400/625$ off it, gives

| | $a=0$ | $a=1$ | sum |
|---|---|---|---|
| $k=0$ | $-63/625$ | $688/625$ | $1$ |
| $k=1$ | $112/625$ | $513/625$ | $1$ |

The weighted averages are $\tfrac{9}{25}\big(-\tfrac{63}{625}\big)+\tfrac{16}{25}\cdot\tfrac{112}{625}=\tfrac{49}{625}=D_0$ and $\tfrac{9}{25}\cdot\tfrac{688}{625}+\tfrac{16}{25}\cdot\tfrac{513}{625}=\tfrac{576}{625}=D_1$. Of the table only the entry $-63/625$ is stated in the file; the other entries, like the equal-mixing remark above, are arithmetic added for illustration. A single trajectory can thus be assigned a negative value under the hypotheses of the main theorem, so the numbers $P_a(k)$ at fixed $k$ sum to one without forming a probability distribution in general.

```lean
#print axioms SurfaceHoppingDiabaticPopulation.mixedPop_normalised_and_exact
#print axioms SurfaceHoppingDiabaticPopulation.exact_iff_internally_consistent
```

```
'SurfaceHoppingDiabaticPopulation.mixedPop_normalised_and_exact' depends on axioms: [propext, Classical.choice, Quot.sound]
'SurfaceHoppingDiabaticPopulation.exact_iff_internally_consistent' depends on axioms: [propext, Classical.choice, Quot.sound]
```
